# Real four-index arrays antisymmetric in each index pair and symmetric under pair exchange form a space of dimension m(m+1)/2, with m = C(n,2) for n index values

If a linear packing scheme reserves too few numbers for such arrays, two different arrays get the same stored data, and no later step can tell them apart. Keeping only the entries whose two orbital pairs differ, for instance, loses every $A(p,q,p,q)$. On two spin orbitals nothing would be left.

## Three symmetries of the integrals

Let $p,q,r,s$ label $n$ spin orbitals, numbered from $0$, and let $\langle pq|rs\rangle$ be the two-electron integral in which electron one occupies $p$ and $r$, and electron two $q$ and $s$. When they are real, the antisymmetrised integrals $A(p,q,r,s)=\langle pq|rs\rangle-\langle pq|sr\rangle$ satisfy

$$A(q,p,r,s)=-A(p,q,r,s),\quad A(p,q,s,r)=-A(p,q,r,s),\quad A(r,s,p,q)=A(p,q,r,s).$$

The first two express fermionic antisymmetry, the third the Hermiticity of the interaction.

## The dimension and what it counts

In Lean, `FourIndex n` is the type of all real four-index arrays, `IsAntisymmetrised` collects the three symmetries as `bra`, `ket` and `exchange`, and `integralSpace n` is the subspace they define. The theorem `finrank_integralSpace` gives its dimension as $m(m+1)/2$ with $m=\binom n2$, for every $n$ including $0$ and $1$. The division is of natural numbers and is exact, since $m(m+1)$ is even.

By `storage_lower_bound`, an injective linear map from this space to $k$ real numbers requires $k\ge m(m+1)/2$. The packing below attains this bound, which is therefore the minimum size of lossless linear storage of antisymmetrised integrals in configuration interaction or perturbation theory codes that use only these three symmetries. Complex integrals, nonlinear compression, and spin or point-group symmetry are not covered.

## Packing, unpacking and counting

Call $a=(p,q)$ with $p<q$ an increasing pair. Packing stores $f(\{a,b\})=A(a,b)$ for each unordered pair of increasing pairs, with $a=b$ allowed; exchange symmetry makes this well defined.

To unpack, let $\varepsilon_a(p,q)$ be $1$ if $a=(p,q)$, $-1$ if $a=(q,p)$, and $0$ otherwise, and set

$$A(p,q,r,s)=\sum_{a,b}\varepsilon_a(p,q)\,\varepsilon_b(r,s)\,f(\{a,b\}).$$

Since $\varepsilon_a(q,p)=-\varepsilon_a(p,q)$, both antisymmetries hold. Swapping the summation labels gives exchange symmetry. For $p<q$ and $r<s$ only one term survives, so packing returns $f$.

Packing is also injective. Antisymmetry gives $A(p,p,r,s)=-A(p,p,r,s)=0$, likewise for $r=s$, and reversed pairs follow by sign. The stored entries therefore fix the array.

The larger member $q$ of an increasing pair has $q$ smaller partners, so there are $\sum_{q=0}^{n-1}q=\binom n2=m$ increasing pairs. They form $\binom m2+m=m(m+1)/2$ unordered pairs, repetition included.

## Three orbitals without exchange symmetry

Take $n=3$ and let $B(0,1,0,2)=1$, with the entries required by the two antisymmetries and zeros elsewhere. Then $B(0,2,0,1)=0$, so one number cannot serve both entries. Without exchange symmetry the dimension is $m^2=9$, not $6$.

## A further relation for real orbitals

For the Coulomb repulsion, real orbitals also give $\langle pq|rs\rangle=\langle rq|ps\rangle$. Together with relabelling of the electrons, $\langle pq|rs\rangle=\langle qp|sr\rangle$, this yields $\langle pq|rs\rangle=\langle ps|rq\rangle$. The six terms of

$$A(p,q,r,s)+A(p,r,s,q)+A(p,s,q,r)$$

then cancel in pairs. The three symmetries alone do not imply this: on four orbitals, storing $1$ everywhere gives $A(0,1,2,3)+A(0,2,3,1)+A(0,3,1,2)=1-1+1=1$. Antisymmetrised Coulomb integrals over four real spin orbitals can thus be stored with at least one number fewer than the $21$ of the full space.

## The Lean file

```lean
import Mathlib

open Finset

namespace AntisymmetrisedIntegralStorage

noncomputable section

/-- Real four-index arrays over `n` spin orbitals. -/
abbrev FourIndex (n : ℕ) := Fin n → Fin n → Fin n → Fin n → ℝ

/-- The permutational symmetries of real antisymmetrised two-electron integrals:
a sign change within each pair of indices, and invariance under exchange of the pairs. -/
structure IsAntisymmetrised {n : ℕ} (A : FourIndex n) : Prop where
  bra : ∀ p q r s, A q p r s = -A p q r s
  ket : ∀ p q r s, A p q s r = -A p q r s
  exchange : ∀ p q r s, A r s p q = A p q r s

/-- The real vector space of arrays with the symmetries of antisymmetrised integrals. -/
def integralSpace (n : ℕ) : Submodule ℝ (FourIndex n) where
  carrier := {A | IsAntisymmetrised A}
  zero_mem' := IsAntisymmetrised.mk (by simp) (by simp) (by simp)
  add_mem' := by
    intro A B hA hB
    have a : IsAntisymmetrised A := hA
    have b : IsAntisymmetrised B := hB
    refine IsAntisymmetrised.mk (fun p q r s => ?_) (fun p q r s => ?_) (fun p q r s => ?_)
    · show A q p r s + B q p r s = -(A p q r s + B p q r s)
      linarith [a.bra p q r s, b.bra p q r s]
    · show A p q s r + B p q s r = -(A p q r s + B p q r s)
      linarith [a.ket p q r s, b.ket p q r s]
    · show A r s p q + B r s p q = A p q r s + B p q r s
      linarith [a.exchange p q r s, b.exchange p q r s]
  smul_mem' := by
    intro c A hA
    have a : IsAntisymmetrised A := hA
    refine IsAntisymmetrised.mk (fun p q r s => ?_) (fun p q r s => ?_) (fun p q r s => ?_)
    · show c * A q p r s = -(c * A p q r s)
      linear_combination c * a.bra p q r s
    · show c * A p q s r = -(c * A p q r s)
      linear_combination c * a.ket p q r s
    · show c * A r s p q = c * A p q r s
      linear_combination c * a.exchange p q r s

/-- Pairs of distinct spin orbitals in increasing order. -/
abbrev OrbitalPair (n : ℕ) := {x : Fin n × Fin n // x.1 < x.2}

/-- Packed storage: keep one entry for each unordered pair, repetition allowed, of orbital pairs in
increasing order. -/
def pack (n : ℕ) : integralSpace n →ₗ[ℝ] (Sym2 (OrbitalPair n) → ℝ) where
  toFun A := Sym2.lift ⟨fun a b => A.1 a.1.1 a.1.2 b.1.1 b.1.2, fun a b => by
    have h : IsAntisymmetrised A.1 := A.2
    exact h.exchange _ _ _ _⟩
  map_add' A B := by
    funext z
    induction z using Sym2.ind
    rfl
  map_smul' c A := by
    funext z
    induction z using Sym2.ind
    rfl

/-- The sign with which the indices `p, q` refer to the stored pair `a`:
`1` in the stored order, `-1` in the reversed order, `0` for any other pair. -/
def pairSign {n : ℕ} (a : OrbitalPair n) (p q : Fin n) : ℝ :=
  if a.1 = (p, q) then 1 else if a.1 = (q, p) then -1 else 0

/-- The full four-index array restored from packed storage. -/
def unpack {n : ℕ} (f : Sym2 (OrbitalPair n) → ℝ) : FourIndex n :=
  fun p q r s => ∑ a, ∑ b, pairSign a p q * pairSign b r s * f s(a, b)

/-- Interchanging two orbital indices reverses the pair sign. -/
theorem pairSign_swap {n : ℕ} (a : OrbitalPair n) (p q : Fin n) :
    pairSign a q p = -pairSign a p q := by
  unfold pairSign
  by_cases h1 : a.1 = (p, q)
  · by_cases h2 : a.1 = (q, p)
    · -- both orders at once would force p = q, which no stored pair allows
      exfalso
      have h3 : a.1.1 < a.1.2 := a.2
      rw [h1] at h2
      have h4 : p = q := congrArg Prod.fst h2
      rw [h1, h4] at h3
      exact lt_irrefl q h3
    · rw [if_neg h2, if_pos h1, if_pos h1]
  · by_cases h2 : a.1 = (q, p)
    · rw [if_pos h2, if_neg h1, if_pos h2, neg_neg]
    · rw [if_neg h2, if_neg h1, if_neg h1, if_neg h2, neg_zero]

/-- On indices in increasing order the pair sign is a Kronecker delta. -/
theorem pairSign_ordered {n : ℕ} (c a : OrbitalPair n) :
    pairSign c a.1.1 a.1.2 = if c = a then 1 else 0 := by
  by_cases h : c = a
  · subst h
    simp [pairSign]
  · have h1 : c.1 ≠ (a.1.1, a.1.2) := fun h' => h (Subtype.ext h')
    have h2 : c.1 ≠ (a.1.2, a.1.1) := by
      intro h'
      have h3 : c.1.1 < c.1.2 := c.2
      rw [h'] at h3
      exact lt_asymm a.2 h3
    rw [pairSign, if_neg h1, if_neg h2, if_neg h]

/-- Every set of packed data unpacks to an array with the symmetries of
antisymmetrised integrals. -/
theorem unpack_isAntisymmetrised {n : ℕ} (f : Sym2 (OrbitalPair n) → ℝ) :
    IsAntisymmetrised (unpack f) := by
  refine IsAntisymmetrised.mk (fun p q r s => ?_) (fun p q r s => ?_) (fun p q r s => ?_)
  · simp only [unpack, pairSign_swap _ p q, neg_mul, Finset.sum_neg_distrib]
  · simp only [unpack, pairSign_swap _ r s, mul_neg, neg_mul, Finset.sum_neg_distrib]
  · unfold unpack
    rw [Finset.sum_comm]
    refine Finset.sum_congr rfl fun x _ => Finset.sum_congr rfl fun y _ => ?_
    have h : s(y, x) = s(x, y) := Sym2.eq_swap
    rw [h]
    ring

/-- Unpacking stored data and packing the result returns the same data. -/
theorem pack_unpack {n : ℕ} (f : Sym2 (OrbitalPair n) → ℝ) :
    pack n ⟨unpack f, unpack_isAntisymmetrised f⟩ = f := by
  funext z
  induction z using Sym2.ind with
  | _ a b =>
    show unpack f a.1.1 a.1.2 b.1.1 b.1.2 = f s(a, b)
    simp only [unpack, pairSign_ordered]
    -- only the stored pairs a and b survive in the double sum
    refine (Finset.sum_eq_single a ?_ ?_).trans ((Finset.sum_eq_single b ?_ ?_).trans ?_)
    · intro c _ hc
      simp [hc]
    · intro h
      exact absurd (Finset.mem_univ _) h
    · intro d _ hd
      simp [hd]
    · intro h
      exact absurd (Finset.mem_univ _) h
    · simp

/-- Packed storage loses nothing: two arrays with the same packed data are equal. -/
theorem pack_injective (n : ℕ) : Function.Injective (pack n) := by
  intro A B h
  have a : IsAntisymmetrised A.1 := A.2
  have b : IsAntisymmetrised B.1 := B.2
  have key : ∀ p q r s, p < q → r < s → A.1 p q r s = B.1 p q r s :=
    fun p q r s h1 h2 => congrFun h s(⟨(p, q), h1⟩, ⟨(r, s), h2⟩)
  -- remove the ordering condition on the second pair, then on the first
  have key2 : ∀ p q r s, p < q → A.1 p q r s = B.1 p q r s := by
    intro p q r s h1
    rcases lt_trichotomy r s with h2 | h2 | h2
    · exact key p q r s h1 h2
    · subst h2
      linarith [a.ket p q r r, b.ket p q r r]
    · linarith [a.ket p q s r, b.ket p q s r, key p q s r h1 h2]
  apply Subtype.ext
  funext p q r s
  rcases lt_trichotomy p q with h1 | h1 | h1
  · exact key2 p q r s h1
  · subst h1
    linarith [a.bra p p r s, b.bra p p r s]
  · linarith [a.bra q p r s, b.bra q p r s, key2 q p r s h1]

/-- There are `n` choose 2 pairs of distinct spin orbitals in increasing order. -/
theorem card_orbitalPair (n : ℕ) : Fintype.card (OrbitalPair n) = n.choose 2 := by
  -- sort the pairs by their larger member q, which has q smaller partners
  let e : OrbitalPair n ≃ (Σ q : Fin n, Fin q.1) :=
    { toFun := fun x => ⟨x.1.2, ⟨x.1.1.1, x.2⟩⟩
      invFun := fun y => ⟨(⟨y.2.1, y.2.2.trans y.1.2⟩, y.1), y.2.2⟩
      left_inv := fun _ => rfl
      right_inv := fun _ => rfl }
  rw [Fintype.card_congr e, Fintype.card_sigma]
  simp only [Fintype.card_fin]
  rw [Fin.sum_univ_eq_sum_range (fun i => i) n, Finset.sum_range_id, Nat.choose_two_right]

/-- The space of all real four-index arrays over `n` spin orbitals with the symmetries `bra`, `ket`
and `exchange` of antisymmetrised integrals has dimension `m (m + 1) / 2`, where `m` is `n` choose
2. -/
theorem finrank_integralSpace (n : ℕ) :
    Module.finrank ℝ (integralSpace n) = n.choose 2 * (n.choose 2 + 1) / 2 := by
  have hbij : Function.Bijective (pack n) :=
    ⟨pack_injective n, fun f => ⟨_, pack_unpack f⟩⟩
  rw [(LinearEquiv.ofBijective (pack n) hbij).finrank_eq,
    Module.finrank_fintype_fun_eq_card, Sym2.card, card_orbitalPair,
    Nat.choose_two_right (n.choose 2 + 1), Nat.add_sub_cancel, Nat.mul_comm]

/-- A linear storage scheme with `k` real numbers that distinguishes all arrays in `integralSpace n`
needs `k` to be at least `m (m + 1) / 2`, with `m` equal to `n` choose 2. -/
theorem storage_lower_bound {n k : ℕ} (L : integralSpace n →ₗ[ℝ] (Fin k → ℝ))
    (hL : Function.Injective L) : n.choose 2 * (n.choose 2 + 1) / 2 ≤ k := by
  have h := LinearMap.finrank_le_finrank_of_injective hL
  rwa [finrank_integralSpace, Module.finrank_fintype_fun_eq_card, Fintype.card_fin] at h

/-- If the integrals `g p q r s` are unchanged by relabelling the electrons and by exchanging
the two orbitals of electron one, the antisymmetrised integrals `g p q r s - g p q s r`
sum to zero over cyclic permutations of the last three indices. -/
theorem cyclic_identity {n : ℕ} (g : FourIndex n)
    (relabel : ∀ p q r s, g p q r s = g q p s r)
    (realOrbitals : ∀ p q r s, g p q r s = g r q p s) (p q r s : Fin n) :
    (g p q r s - g p q s r) + (g p r s q - g p r q s) + (g p s q r - g p s r q) = 0 := by
  -- the orbitals of electron two can be exchanged as well
  have h : ∀ p q r s, g p q r s = g p s r q := fun p q r s =>
    (relabel p q r s).trans ((realOrbitals q p s r).trans (relabel s p q r))
  linarith [h p q r s, h p q s r, h p r q s]

/-- The cyclic identity does not follow from the symmetries of antisymmetrised integrals:
some array on four spin orbitals has these symmetries and violates it. -/
theorem cyclic_identity_not_forced :
    ∃ A : FourIndex 4, IsAntisymmetrised A ∧ A 0 1 2 3 + A 0 2 3 1 + A 0 3 1 2 ≠ 0 := by
  -- store the value 1 in every packed position
  have hp := pack_unpack (n := 4) (fun _ => 1)
  have ha := unpack_isAntisymmetrised (n := 4) (fun _ => 1)
  refine ⟨unpack (fun _ => 1), ha, ?_⟩
  have h1 : unpack (n := 4) (fun _ => 1) 0 1 2 3 = 1 :=
    congrFun hp s(⟨(0, 1), by decide⟩, ⟨(2, 3), by decide⟩)
  have h2 : unpack (n := 4) (fun _ => 1) 0 2 1 3 = 1 :=
    congrFun hp s(⟨(0, 2), by decide⟩, ⟨(1, 3), by decide⟩)
  have h3 : unpack (n := 4) (fun _ => 1) 0 3 1 2 = 1 :=
    congrFun hp s(⟨(0, 3), by decide⟩, ⟨(1, 2), by decide⟩)
  rw [ha.ket 0 2 1 3, h1, h2, h3]
  norm_num

end

end AntisymmetrisedIntegralStorage
```

```lean
#print axioms AntisymmetrisedIntegralStorage.finrank_integralSpace
#print axioms AntisymmetrisedIntegralStorage.storage_lower_bound
#print axioms AntisymmetrisedIntegralStorage.cyclic_identity
#print axioms AntisymmetrisedIntegralStorage.cyclic_identity_not_forced
```

```
'AntisymmetrisedIntegralStorage.finrank_integralSpace' depends on axioms: [propext, Classical.choice, Quot.sound]
'AntisymmetrisedIntegralStorage.storage_lower_bound' depends on axioms: [propext, Classical.choice, Quot.sound]
'AntisymmetrisedIntegralStorage.cyclic_identity' depends on axioms: [propext, Classical.choice, Quot.sound]
'AntisymmetrisedIntegralStorage.cyclic_identity_not_forced' depends on axioms: [propext, Classical.choice, Quot.sound]
```

## How the proof follows the derivation

`OrbitalPair n` is the type of increasing pairs, and `Sym2` forms unordered pairs with repetition. `pairSign` is $\varepsilon$; `pairSign_swap` proves its sign change, and `pairSign_ordered` reduces it to a Kronecker delta. From these, `unpack_isAntisymmetrised` obtains the symmetries, using `Finset.sum_comm` for exchange, and `pack_unpack` isolates the surviving term by two uses of `Finset.sum_eq_single`.

`pack_injective` splits on `lt_trichotomy`, first for $r,s$ and then for $p,q$. `card_orbitalPair` sorts pairs by their larger member. `finrank_integralSpace` turns the bijective packing map into a linear equivalence and counts with `Sym2.card`; the storage bound follows because an injective linear map cannot lower dimension.

In `cyclic_identity`, `h` is the exchange of electron two's orbitals, and `linarith` performs the cancellation. `cyclic_identity_not_forced` unpacks the constant data $1$ and reads off the three entries.
